# Exchange energies of a spin-3/2 hole and a spin-1/2 electron with isotropic and cubic coupling

Let J = (Jx, Jy, Jz) be the angular momentum of a hole with J = 3/2, and σ = (σx, σy, σz) the Pauli matrices of an electron, with ħ = 1. The electron spin is σ/2, and the total angular momentum is F = J + σ/2. On the eight product states define

K = σ·J, C = Jx³σx + Jy³σy + Jz³σz, H = −aK − bC.

The given parameters a and b are the coefficients of the isotropic electron–hole exchange K and of the further term C which a cubic crystal allows. C is not purely anisotropic: it contains the isotropic part 41K/20, so the full strength of the isotropic exchange is a + 41b/20. The energies found below are 5a/2 + 41b/8 on the F = 1 triplet, and −3a/2 − 39b/8 (twofold) and −3a/2 − 15b/8 (threefold) on the F = 2 quintet.

## States and spin matrices

```lean
import Mathlib

open Matrix

namespace ExcitonExchangeSplitting

noncomputable section
```

This loads Mathlib, Lean's mathematical library, and gives short access to its matrix notation.

```lean
/-- Operators on the four hole states. -/
abbrev HoleOp := Matrix (Fin 4) (Fin 4) ℂ
```

A `HoleOp` is a complex 4 by 4 matrix. `Fin 4` is the index set 0, 1, 2, 3, which here stands for m = 3/2, 1/2, −1/2, −3/2.

```lean
/-- Operators on the eight pair states: the hole states with electron spin up, then spin down. -/
abbrev PairOp := Matrix (Fin 4 ⊕ Fin 4) (Fin 4 ⊕ Fin 4) ℂ
```

The symbol `⊕` joins two copies of the four hole states, the first with electron spin up and the second with spin down. A `PairOp` is therefore an 8 by 8 matrix.

```lean
/-- The square root of three, as a complex number. -/
def r3 : ℂ := (Real.sqrt 3 : ℝ)
```

`r3` is √3, taken as a real root and then regarded as complex.

```lean
/-- The x component of a spin 3/2, in the basis m = 3/2, 1/2, -1/2, -3/2. -/
def Jx : HoleOp := !![0, r3/2, 0, 0; r3/2, 0, 1, 0; 0, 1, 0, r3/2; 0, 0, r3/2, 0]
```

This is Jx, with rows separated by semicolons. Its entries next to the diagonal are √3/2, 1, √3/2.

```lean
/-- The y component of a spin 3/2 in the same basis. -/
def Jy : HoleOp :=
  !![0, -Complex.I*r3/2, 0, 0; Complex.I*r3/2, 0, -Complex.I, 0;
     0, Complex.I, 0, -Complex.I*r3/2; 0, 0, Complex.I*r3/2, 0]
```

This is Jy. Its entry in row j and column k is that of Jx times i^(j−k), where i is the imaginary unit in the base of the power.

```lean
/-- The z component of a spin 3/2 in the same basis. -/
def Jz : HoleOp := !![3/2, 0, 0, 0; 0, 1/2, 0, 0; 0, 0, -1/2, 0; 0, 0, 0, -3/2]
```

Jz is diagonal and fixes the order of the basis.

## Coupling, Hamiltonian and total angular momentum

```lean
/-- The coupling X σx + Y σy + Z σz of hole operators to the electron spin, in spin blocks. -/
def pauliDot (X Y Z : HoleOp) : PairOp :=
  fromBlocks Z (X - Complex.I • Y) (X + Complex.I • Y) (-Z)
```

`fromBlocks` lists the blocks up–up, up–down, down–up and down–down. Inserting the Pauli matrices into Xσx + Yσy + Zσz gives Z, X − iY, X + iY and −Z. The sign `•` multiplies a matrix by a number.

```lean
/-- The isotropic exchange operator σ·J. -/
def exchange : PairOp := pauliDot Jx Jy Jz
```

`exchange` is K.

```lean
/-- The cubic exchange operator, the sum of Jᵢ³ σᵢ over the three axes. -/
def cubicExchange : PairOp := pauliDot (Jx ^ 3) (Jy ^ 3) (Jz ^ 3)
```

`cubicExchange` is C. The powers are matrix powers, not powers of the entries.

```lean
/-- The exchange Hamiltonian H = -a σ·J - b Σ Jᵢ³ σᵢ. -/
def hamiltonian (a b : ℂ) : PairOp := -(a • exchange) - b • cubicExchange
```

`hamiltonian a b` is H. The parameters may be complex; real values make H Hermitian.

```lean
/-- One component of F = J + σ/2, from a hole component A and a Pauli operator S. -/
def addSpin (A : HoleOp) (S : PairOp) : PairOp := fromBlocks A 0 0 A + (1/2 : ℂ) • S
```

The hole component A acts equally in both spin blocks, and half a Pauli operator is added.

```lean
/-- The squared total angular momentum F² = Fx² + Fy² + Fz². -/
def totalSpinSq : PairOp :=
  addSpin Jx (pauliDot 1 0 0) ^ 2 + addSpin Jy (pauliDot 0 1 0) ^ 2
    + addSpin Jz (pauliDot 0 0 1) ^ 2
```

`pauliDot 1 0 0` is σx, and likewise for the other axes, so this is F² built from its components. Its values are F(F+1): 2 for the triplet and 6 for the quintet.

## Candidates for the three projectors

```lean
/-- The projector on the F = 1 triplet. -/
def projTriplet : PairOp := (1/4 : ℂ) • ((3/2 : ℂ) • (1 : PairOp) - exchange)
```

Call this P₁ = (3/2 − K)/4. It is 1 where K = −5/2 and 0 where K = 3/2.

```lean
/-- The projector on the twofold level of the F = 2 quintet. -/
def projTwo : PairOp :=
  (1/3 : ℂ) • (cubicExchange - (15/8 : ℂ) • (1 : PairOp) + (7 : ℂ) • projTriplet)
```

Call this P₂ = (C − 15/8 + 7P₁)/3.

```lean
/-- The projector on the threefold level of the F = 2 quintet. -/
def projThree : PairOp :=
  (1/3 : ℂ) • ((39/8 : ℂ) • (1 : PairOp) - cubicExchange - (10 : ℂ) • projTriplet)
```

Call this P₃ = (39/8 − C − 10P₁)/3. The definitions only name three matrices; that they are projectors is proved later.

```lean
/-- Four two-state problems: A i acts on hole state i with spin up and hole state i - 1
(cyclically) with spin down. -/
def twoState (A : Fin 4 → Matrix (Fin 2) (Fin 2) ℂ) : PairOp :=
  fromBlocks (of fun i j => if i = j then A i 0 0 else 0)
    (of fun i j => if i = j + 1 then A i 0 1 else 0)
    (of fun i j => if j = i + 1 then A j 1 0 else 0)
    (of fun i j => if i = j then A (i + 1) 1 1 else 0)
```

`twoState` assembles an 8 by 8 matrix from four 2 by 2 matrices. Matrix `A i` couples hole state i with spin up to hole state i − 1 with spin down. With M the eigenvalue of Fz, `A 1`, `A 2` and `A 3` belong to M = 1, 0, −1. The cyclic case `A 0` joins M = 2 to M = −2.

## F² in terms of σ·J

```lean
/-- The number `r3` squares to three. -/
theorem r3_sq : r3 ^ 2 = 3 := by
  unfold r3
  rw [← Complex.ofReal_pow, Real.sq_sqrt (by norm_num)]
  norm_num
```

(√3)² = 3. The proof moves the square inside the passage from real to complex numbers.

```lean
/-- The hole has J² = 15/4, the value J(J+1) for J = 3/2. -/
theorem spin_casimir : Jx * Jx + Jy * Jy + Jz * Jz = (15/4 : ℂ) • (1 : HoleOp) := by
  have hs := r3_sq
  have hI := Complex.I_sq
  ext i j
  fin_cases i <;> fin_cases j <;>
    simp [Jx, Jy, Jz] <;> grind
```

This says J² = 15/4. By hand, Jx² and Jy² both have diagonal 3/4, 7/4, 7/4, 3/4, and their off-diagonal entries ±√3/2 cancel. Jz² adds 9/4, 1/4, 1/4, 9/4, so every diagonal entry is 15/4. In Lean, `ext` and `fin_cases` go through the entries, and `simp` and `grind` do the algebra.

```lean
/-- The isotropic exchange measures the total angular momentum: F² = 9/2 + σ·J. -/
theorem totalSpinSq_eq : totalSpinSq = (9/2 : ℂ) • (1 : PairOp) + exchange := by
  have hI := Complex.I_sq
  rw [← fromBlocks_one]
  ext (i | i) (j | j) <;> have h := congrFun (congrFun spin_casimir i) j <;>
    simp [totalSpinSq, addSpin, exchange, pauliDot, pow_two, fromBlocks_add, fromBlocks_smul,
      fromBlocks_multiply, mul_add, add_mul, -Matrix.fromBlocks_one] at h ⊢ <;> grind
```

Since J and σ commute and each σ component squares to 1,

F² = J² + K + 3/4 = 9/2 + K.

The proof expands the squares in blocks and uses the matching entry of J² = 15/4, named `h`.

## Four two-state problems

```lean
/-- Operators made of two-state problems are multiplied problem by problem. -/
theorem twoState_mul (A B : Fin 4 → Matrix (Fin 2) (Fin 2) ℂ) :
    twoState A * twoState B = twoState (fun i => A i * B i) := by
  unfold twoState
  rw [fromBlocks_multiply]
  ext (i | i) (j | j) <;>
    simp only [fromBlocks_apply₁₁, fromBlocks_apply₁₂, fromBlocks_apply₂₁, fromBlocks_apply₂₂,
      Matrix.add_apply, Matrix.mul_apply, of_apply, Fin.sum_univ_four, Fin.sum_univ_two] <;>
    fin_cases i <;> fin_cases j <;> simp
```

Both factors act within the same four pairs of states, so products are taken pair by pair. Lean confirms this entry by entry.

```lean
set_option maxHeartbeats 400000 in
/-- Both exchange operators split into four two-state problems, with these matrices. -/
theorem exchange_twoState :
    exchange = twoState ![!![3/2, 0; 0, 3/2], !![1/2, r3; r3, -3/2],
      !![-1/2, 2; 2, -1/2], !![-3/2, r3; r3, 1/2]] ∧
    cubicExchange = twoState ![!![27/8, 3/2; 3/2, 27/8], !![1/8, 7*r3/4; 7*r3/4, -27/8],
      !![-1/8, 5; 5, -1/8], !![-27/8, 7*r3/4; 7*r3/4, 1/8]] := by
  have hs := r3_sq
  have hI := Complex.I_sq
  -- the cubes of the spin components
  have hx : Jx ^ 3 = !![0, 7*r3/8, 0, 3/4; 7*r3/8, 0, 5/2, 0;
      0, 5/2, 0, 7*r3/8; 3/4, 0, 7*r3/8, 0] := by
    rw [pow_three]
    ext i j
    fin_cases i <;> fin_cases j <;> simp [Jx, Matrix.mul_apply, Fin.sum_univ_four] <;> grind
  have hy : Jy ^ 3 = Complex.I • !![0, -7*r3/8, 0, 3/4; 7*r3/8, 0, -5/2, 0;
      0, 5/2, 0, -7*r3/8; -3/4, 0, 7*r3/8, 0] := by
    rw [pow_three]
    ext i j
    fin_cases i <;> fin_cases j <;> simp [Jy, Matrix.mul_apply, Fin.sum_univ_four] <;> grind
  have hz : Jz ^ 3 = !![27/8, 0, 0, 0; 0, 1/8, 0, 0; 0, 0, -1/8, 0; 0, 0, 0, -27/8] := by
    rw [pow_three]
    ext i j
    fin_cases i <;> fin_cases j <;> simp [Jz, Matrix.mul_apply, Fin.sum_univ_four] <;> grind
  rw [cubicExchange, hx, hy, hz]
  constructor <;> ext (i | i) (j | j) <;>
    simp only [exchange, pauliDot, twoState, fromBlocks_apply₁₁, fromBlocks_apply₁₂,
      fromBlocks_apply₂₁, fromBlocks_apply₂₂] <;>
    fin_cases i <;> fin_cases j <;> simp [Jx, Jy, Jz] <;> grind
```

The theorem gives the 2 by 2 matrices of K and C. The first row of Jx² is (3/4, 0, √3/2, 0), the second (0, 7/4, 0, √3/2) and the third (√3/2, 0, 7/4, 0). Multiplying by Jx gives the first two rows of Jx³:

(√3/2)(second row) = (0, 7√3/8, 0, 3/4)

(√3/2)(first row) + (third row) = (7√3/8, 0, 5/2, 0)

The other two rows are their mirror images. The factor i^(j−k) carries over to Jy³, so the entries of Jx³ − iJy³ are those of Jx³ times 1 − i·i^(j−k). This factor is 2 when j = k + 1 cyclically and 0 for the other nonzero entries. The same holds for Jx − iJy, which is why the pairs decouple. The proof's `hx`, `hy` and `hz` are the three cubes.

The corner entries 3/4 are easily lost if one assumes that Fz is conserved. They couple M = 2 to M = −2 with strength 3/2 in C; without them both states would have C = 27/8 instead of the correct 39/8 and 15/8.

## Products, and why the operators commute

```lean
/-- For C = Σ Jᵢ³ σᵢ and K = σ·J, both C K and C² are linear combinations of C, K and 1. -/
theorem exchange_products :
    cubicExchange * exchange = (3/2 : ℂ) • cubicExchange - (41/8 : ℂ) • exchange
      + (123/16 : ℂ) • (1 : PairOp) ∧
    cubicExchange * cubicExchange = (27/4 : ℂ) • cubicExchange - (35/2 : ℂ) • exchange
      + (1095/64 : ℂ) • (1 : PairOp) := by
  have hs := r3_sq
  have hlin : ∀ (x y z : ℂ) (A B : Fin 4 → Matrix (Fin 2) (Fin 2) ℂ),
      x • twoState A - y • twoState B + z • (1 : PairOp)
        = twoState (fun i => x • A i - y • B i + z • 1) := by
    intro x y z A B
    ext (i | i) (j | j) <;> simp [twoState, Matrix.one_apply] <;> grind
  rw [exchange_twoState.1, exchange_twoState.2, twoState_mul, twoState_mul, hlin, hlin]
  -- only identities between 2 by 2 matrices remain
  refine ⟨congrArg twoState ?_, congrArg twoState ?_⟩ <;> ext i j l <;>
    fin_cases i <;> fin_cases j <;> fin_cases l <;>
    simp [Matrix.mul_apply, Fin.sum_univ_two] <;> grind
```

The two relations are

CK = 3C/2 − 41K/8 + 123/16

C² = 27C/4 − 35K/2 + 1095/64

Let s be the matrix that swaps the two states of a pair, so s² = 1. Let n have diagonal (1, −1) for M = 1 and (−1, 1) for M = −1, with √3 off the diagonal, so n² = 4. The matrices just found are

M = ±2: K = 3/2, C = 27/8 + 3s/2

M = 0: K = −1/2 + 2s, C = −1/8 + 5s

M = 1 and M = −1: K = −1/2 + n, C = −13/8 + 7n/4

For M = ±2 the first relation reads CK = 3C/2, because its last two terms cancel. For M = 0 and then M = 1 or −1, multiplying out the left side and inserting K and C on the right gives

CK = 161/16 − 11s/4 = (3/2)(−1/8 + 5s) − (41/8)(−1/2 + 2s) + 123/16

CK = 125/16 − 5n/2 = (3/2)(−13/8 + 7n/4) − (41/8)(−1/2 + n) + 123/16

For C², in the order M = ±2, M = 0, M = 1 or −1:

C² = 873/64 + 81s/8 = (27/4)(27/8 + 3s/2) − 105/4 + 1095/64

C² = 1601/64 − 5s/4 = (27/4)(−1/8 + 5s) − (35/2)(−1/2 + 2s) + 1095/64

C² = 953/64 − 91n/16 = (27/4)(−13/8 + 7n/4) − (35/2)(−1/2 + n) + 1095/64

Lean makes the same reduction: `hlin` writes the right sides pair by pair, and the 2 by 2 entries are then compared.

```lean
/-- The isotropic and the cubic exchange operators commute. -/
theorem exchange_commute : exchange * cubicExchange = cubicExchange * exchange := by
  -- the isotropic exchange is a polynomial in the cubic one
  have hK : exchange = (2/35 : ℂ) • ((27/4 : ℂ) • cubicExchange
      + (1095/64 : ℂ) • (1 : PairOp) - cubicExchange * cubicExchange) := by
    rw [exchange_products.2]
    module
  rw [hK]
  simp only [smul_mul_assoc, mul_smul_comm, add_mul, mul_add, sub_mul, mul_sub, one_mul,
    mul_one, mul_assoc]
```

Solving the second relation for K gives

K = (2/35)(27C/4 + 1095/64 − C²).

A polynomial in C commutes with C, so KC = CK. This is `hK` followed by expansion.

```lean
/-- The three projectors are idempotent, have vanishing products and add up to the identity. -/
theorem projectors_complete :
    projTriplet + projTwo + projThree = 1 ∧
    projTriplet * projTriplet = projTriplet ∧ projTwo * projTwo = projTwo ∧
    projThree * projThree = projThree ∧ projTriplet * projTwo = 0 ∧
    projTriplet * projThree = 0 ∧ projTwo * projThree = 0 := by
  obtain ⟨hCK, hCC⟩ := exchange_products
  -- associativity of C C K fixes the square of K
  have hKK : exchange * exchange = (15/4 : ℂ) • (1 : PairOp) - exchange := by
    have h := mul_assoc cubicExchange cubicExchange exchange
    simp only [hCK, hCC, add_mul, sub_mul, mul_add, mul_sub, smul_mul_assoc, mul_smul_comm,
      one_mul, mul_one] at h
    linear_combination (norm := module) (-2/35 : ℂ) • h
  refine ⟨by unfold projTwo projThree; module, ?_, ?_, ?_, ?_, ?_, ?_⟩
  all_goals
    simp only [projTwo, projThree, projTriplet, add_mul, sub_mul, mul_add, mul_sub,
      smul_mul_assoc, mul_smul_comm, one_mul, mul_one, exchange_commute, hCK, hCC, hKK]
    module
```

The theorem says that P₁, P₂ and P₃ add up to 1, equal their own squares and have vanishing products. First K² is needed. Equating C(CK) with (CC)K gives

3C²/2 − 41CK/8 + 123C/16 = 27CK/4 − 35K²/2 + 1095K/64.

Inserting the two relations for CK and C² cancels the terms in C and leaves K² = 15/4 − K, which is `hKK`. Then

P₁² = (9/4 − 3K + K²)/16 = (6 − 4K)/16 = P₁

CP₁ = (3C/2 − CK)/4 = (41K/8 − 123/16)/4 = −(41/8)P₁

P₁P₂ = (−41/8 − 15/8 + 7)P₁/3 = 0

P₁P₃ = (39/8 + 41/8 − 10)P₁/3 = 0

The relation for C² also gives

(C − 15/8)(C − 39/8) = (35/2)(3/2 − K) = 70P₁,

so that

P₂P₃ = (−70 + 70 + 70 − 70)P₁/9 = 0.

The definitions add up to P₁ + P₂ + P₃ = 1; multiplying this by P₂ or P₃ gives P₂² = P₂ and P₃² = P₃. Lean expands each product, inserts the same relations and lets `module` compare coefficients.

## Energies and degeneracies

```lean
/-- Exchange splitting: H has energy 5a/2 + 41b/8 on the F = 1 triplet, and -3a/2 - 39b/8 (twofold)
and -3a/2 - 15b/8 (threefold) on the F = 2 quintet. Traces count the states, and F² is 2 or 6. -/
theorem exchange_splitting (a b : ℂ) :
    hamiltonian a b = (5*a/2 + 41*b/8) • projTriplet + (-3*a/2 - 39*b/8) • projTwo
      + (-3*a/2 - 15*b/8) • projThree ∧
    (projTriplet.trace = 3 ∧ projTwo.trace = 2 ∧ projThree.trace = 3) ∧
    totalSpinSq = (2 : ℂ) • projTriplet + (6 : ℂ) • (projTwo + projThree) := by
  have hK : exchange.trace = 0 := by simp [exchange, pauliDot, Matrix.trace]
  have hC : cubicExchange.trace = 0 := by simp [cubicExchange, pauliDot, Matrix.trace]
  have h1 : (1 : PairOp).trace = 8 := by
    rw [Matrix.trace_one]
    norm_num [Fintype.card_sum]
  refine ⟨?_, ⟨?_, ?_, ?_⟩, ?_⟩
  · unfold hamiltonian projTwo projThree projTriplet
    module
  iterate 3
    · simp only [projTwo, projThree, projTriplet, Matrix.trace_smul, Matrix.trace_sub,
        Matrix.trace_add, hK, hC, h1, smul_eq_mul]
      norm_num
  · rw [totalSpinSq_eq]
    unfold projTwo projThree projTriplet
    module

end

end ExcitonExchangeSplitting
```

For all a and b, the theorem writes H as the three projectors weighted by the three energies. By hand, the definitions of the projectors give

K = 3/2 − 4P₁ = −(5/2)P₁ + (3/2)(P₂ + P₃)

C = 15/8 − 7P₁ + 3P₂ = −(41/8)P₁ + (39/8)P₂ + (15/8)P₃

and −aK − bC has the stated weights. K and C have trace 0 and the identity has trace 8, so the traces of the projectors are

12/4 = 3, (−15 + 21)/3 = 2, (39 − 30)/3 = 3.

The trace of a projector is the dimension of its space, which gives the degeneracies. Levels can coincide for special parameters; at b = 0 the quintet is unsplit.

Finally F² = 9/2 + K = 2P₁ + 6(P₂ + P₃), which identifies triplet and quintet. If F²v = 2v, applying P₂ + P₃ gives 6(P₂ + P₃)v = 2(P₂ + P₃)v. Hence (P₂ + P₃)v = 0, v = P₁v and Hv = (5a/2 + 41b/8)v: the cubic term shifts the triplet without splitting it.

In work with the Bethe–Salpeter equation, these formulas can serve to read a and b off the spacings between computed exciton levels, whose common energy H leaves out, provided that the eight-state, two-parameter model applies and that it is known which of the two threefold levels is the F = 1 triplet. The model leaves out other hole bands, exciton motion and long-range exchange.

```lean
#print axioms ExcitonExchangeSplitting.exchange_commute
#print axioms ExcitonExchangeSplitting.projectors_complete
#print axioms ExcitonExchangeSplitting.exchange_splitting
```

```
'ExcitonExchangeSplitting.exchange_commute' depends on axioms: [propext, Classical.choice, Quot.sound]
'ExcitonExchangeSplitting.projectors_complete' depends on axioms: [propext, Classical.choice, Quot.sound]
'ExcitonExchangeSplitting.exchange_splitting' depends on axioms: [propext, Classical.choice, Quot.sound]
```
